# Round-trip expansion of the wavenumber integral for the non-retarded van der Waals interaction across a planar gap

The declaration `hasSum_reflections` concerns the wavenumber integral behind the non-retarded van der Waals interaction of two half-spaces a distance `D` > 0 apart, with a real round-trip reflection factor `s` that does not depend on the wavenumber and satisfies |s| < 1. It states that the integral of k log(1 − s e^(−2Dk)) over k > 0 is the sum over n ≥ 0 of −s^(n+1) / (4D²(n+1)³), one term for each number n + 1 of round trips across the gap. Physical prefactors and any sum over frequencies lie outside the statement. The attempt expands the logarithm in powers of s e^(−2Dk), integrates each term with the first moment of an exponential, and justifies exchanging sum and integral by comparison with a geometric series.

This version doesn't compile in Lean 4 with Mathlib:

```lean
import Mathlib

open MeasureTheory Set

namespace HamakerIntegrand

noncomputable section

/-- The first moment of a decaying exponential is integrable and equals `1 / a ^ 2`. -/
theorem exp_moment {a : ℝ} (ha : 0 < a) :
    IntegrableOn (fun k : ℝ => k * Real.exp (-(a * k))) (Ioi 0) ∧
      ∫ k in Ioi (0 : ℝ), k * Real.exp (-(a * k)) = 1 / a ^ 2 := by
  have h : ∫ k in Ioi (0 : ℝ), k * Real.exp (-(a * k)) = 1 / a ^ 2 := by
    have h := Real.integral_rpow_mul_exp_neg_mul_Ioi (a := 2) (r := a) two_pos ha
    rw [show (2 : ℝ) - 1 = 1 by norm_num] at h
    simp only [Real.rpow_one, Real.rpow_two, Real.Gamma_two, mul_one, one_div, inv_pow] at h
    rw [one_div]
    exact h
  refine ⟨?_, h⟩
  -- a non-integrable function would have integral zero
  by_contra hn
  have h0 := integral_undef hn
  exact (by positivity : (1 / a ^ 2 : ℝ) ≠ 0) (h.symm.trans h0)

/-- Multiple-reflection expansion for `|s| < 1` and `D > 0`: the wavenumber integral is the sum of
the contributions of `n + 1` round trips. -/
theorem hasSum_reflections {s D : ℝ} (hs : |s| < 1) (hD : 0 < D) :
    HasSum (fun n : ℕ => -(1 / (4 * D ^ 2)) * (s ^ (n + 1) / ((n : ℝ) + 1) ^ 3))
      (∫ k in Ioi (0 : ℝ), k * Real.log (1 - s * Real.exp (-(2 * D * k)))) := by
  let F : ℕ → ℝ → ℝ := fun n k =>
    (-(s ^ (n + 1) / ((n : ℝ) + 1))) * (k * Real.exp (-(2 * D * ((n : ℝ) + 1) * k)))
  have ha : ∀ n : ℕ, 0 < 2 * D * ((n : ℝ) + 1) := fun n => by positivity
  have hI : ∀ n, ∫ k in Ioi (0 : ℝ), F n k =
      -(1 / (4 * D ^ 2)) * (s ^ (n + 1) / ((n : ℝ) + 1) ^ 3) := by
    intro n
    simp only [F]
    rw [integral_const_mul, (exp_moment (ha n)).2]
    field_simp <;> ring
  have hN : ∀ n, ∫ k in Ioi (0 : ℝ), ‖F n k‖ =
      |s| ^ (n + 1) / ((n : ℝ) + 1) * (1 / (2 * D * ((n : ℝ) + 1)) ^ 2) := by
    intro n
    rw [← (exp_moment (ha n)).2, ← integral_const_mul]
    refine setIntegral_congr_fun measurableSet_Ioi fun k hk => ?_
    have hk' : 0 < k := hk
    have hn : (0 : ℝ) < (n : ℝ) + 1 := by positivity
    simp only [F, norm_mul, norm_neg, norm_div, norm_pow, Real.norm_eq_abs, abs_of_pos hk',
      Real.abs_exp, abs_of_pos hn]
  -- domination by a geometric series permits exchanging sum and integral
  have hsum : Summable fun n => ∫ k in Ioi (0 : ℝ), ‖F n k‖ := by
    simp_rw [hN]
    refine Summable.of_nonneg_of_le (fun n => by positivity) (fun n => ?_)
      ((summable_geometric_of_lt_one (abs_nonneg s) hs).mul_left (1 / (4 * D ^ 2)))
    have he : |s| ^ (n + 1) / ((n : ℝ) + 1) * (1 / (2 * D * ((n : ℝ) + 1)) ^ 2) =
        1 / (4 * D ^ 2) * (|s| ^ (n + 1) / ((n : ℝ) + 1) ^ 3) := by
      field_simp <;> ring
    rw [he]
    refine mul_le_mul_of_nonneg_left ?_ (by positivity)
    have hn : (1 : ℝ) ≤ (n : ℝ) + 1 := by linarith [Nat.cast_nonneg (α := ℝ) n]
    exact (div_le_self (by positivity) (one_le_pow₀ hn)).trans
      (pow_le_pow_of_le_one (abs_nonneg s) hs.le (Nat.le_succ n))
  have h := hasSum_integral_of_summable_integral_norm (μ := volume.restrict (Ioi (0 : ℝ)))
    (F := F) (fun n => ((exp_moment (ha n)).1).const_mul _) hsum
  have hE : ∫ k in Ioi (0 : ℝ), ∑' n, F n k =
      ∫ k in Ioi (0 : ℝ), k * Real.log (1 - s * Real.exp (-(2 * D * k))) := by
    refine setIntegral_congr_fun measurableSet_Ioi fun k hk => ?_
    have hk' : 0 < k := hk
    have hx : |s * Real.exp (-(2 * D * k))| < 1 := by
      rw [abs_mul, Real.abs_exp]
      exact lt_of_le_of_lt (mul_le_of_le_one_right (abs_nonneg s)
        (Real.exp_le_one_iff.2 (by nlinarith [mul_pos hD hk']))) hs
    have hl := (Real.hasSum_pow_div_log_of_abs_lt_one hx).mul_left (-k)
    have hF : HasSum (fun n => F n k)
        (k * Real.log (1 - s * Real.exp (-(2 * D * k)))) := by
      convert hl using 1
      · funext n
        have he : Real.exp (-(2 * D * ((n : ℝ) + 1) * k)) =
            Real.exp (-(2 * D * k)) ^ (n + 1) := by
          rw [← Real.exp_nat_mul]
          congr 1
          push_cast
          ring
        simp only [F]
        rw [he, mul_pow]
        ring
      · ring
    exact hF.tsum_eq
  rw [hE] at h
  simp_rw [hI] at h
  exact h

end

end HamakerIntegrand
```

The compiler's answer:

```
Main.lean:75:8: error: Tactic `apply` failed: could not unify the conclusion of `@funext`
  ?f = ?g
with the goal
  Real.instAddCommMonoid =
    CommRing.toNonUnitalCommRing.toNonUnitalNonAssocCommRing.toNonUnitalNonAssocSemiring.toAddCommMonoid

Note: The full type of `@funext` is
  ∀ {α : Sort ?u.583} {β : α → Sort ?u.582} {f g : (x : α) → β x}, (∀ (x : α), f x = g x) → f = g

case e'_3
s D : ℝ
hs : |s| < 1
hD : 0 < D
F : ℕ → ℝ → ℝ := fun n k => -(s ^ (n + 1) / (↑n + 1)) * (k * Real.exp (-(2 * D * (↑n + 1) * k)))
ha : ∀ (n : ℕ), 0 < 2 * D * (↑n + 1)
hI : ∀ (n : ℕ), ∫ (k : ℝ) in Ioi 0, F n k = -(1 / (4 * D ^ 2)) * (s ^ (n + 1) / (↑n + 1) ^ 3)
hN : ∀ (n : ℕ), ∫ (k : ℝ) in Ioi 0, ‖F n k‖ = |s| ^ (n + 1) / (↑n + 1) * (1 / (2 * D * (↑n + 1)) ^ 2)
hsum : Summable fun n => ∫ (k : ℝ) in Ioi 0, ‖F n k‖
h : HasSum (fun x => ∫ (a : ℝ) in Ioi 0, F x a) (∫ (a : ℝ) in Ioi 0, ∑' (i : ℕ), F i a)
k : ℝ
hk : k ∈ Ioi 0
hk' : 0 < k
hx : |s * Real.exp (-(2 * D * k))| < 1
hl :
  HasSum (fun i => -k * ((s * Real.exp (-(2 * D * k))) ^ (i + 1) / (↑i + 1)))
    (-k * -Real.log (1 - s * Real.exp (-(2 * D * k))))
⊢ Real.instAddCommMonoid =
    CommRing.toNonUnitalCommRing.toNonUnitalNonAssocCommRing.toNonUnitalNonAssocSemiring.toAddCommMonoid
Try this:
  [apply] ring_nf
  
  The `ring` tactic failed to close the goal. Use `ring_nf` to obtain a normal form.
    
  Note that `ring` works primarily in *commutative* rings. If you have a noncommutative ring, abelian group or module, consider using `noncomm_ring`, `abel` or `module` instead.
Main.lean:85:6: error: unsolved goals
case e'_5
s D : ℝ
hs : |s| < 1
hD : 0 < D
F : ℕ → ℝ → ℝ := fun n k => -(s ^ (n + 1) / (↑n + 1)) * (k * Real.exp (-(2 * D * (↑n + 1) * k)))
ha : ∀ (n : ℕ), 0 < 2 * D * (↑n + 1)
hI : ∀ (n : ℕ), ∫ (k : ℝ) in Ioi 0, F n k = -(1 / (4 * D ^ 2)) * (s ^ (n + 1) / (↑n + 1) ^ 3)
hN : ∀ (n : ℕ), ∫ (k : ℝ) in Ioi 0, ‖F n k‖ = |s| ^ (n + 1) / (↑n + 1) * (1 / (2 * D * (↑n + 1)) ^ 2)
hsum : Summable fun n => ∫ (k : ℝ) in Ioi 0, ‖F n k‖
h : HasSum (fun x => ∫ (a : ℝ) in Ioi 0, F x a) (∫ (a : ℝ) in Ioi 0, ∑' (i : ℕ), F i a)
k : ℝ
hk : k ∈ Ioi 0
hk' : 0 < k
hx : |s * Real.exp (-(2 * D * k))| < 1
hl :
  HasSum (fun i => -k * ((s * Real.exp (-(2 * D * k))) ^ (i + 1) / (↑i + 1)))
    (-k * -Real.log (1 - s * Real.exp (-(2 * D * k))))
⊢ (fun n => F n k) = fun i => -(k * s * s ^ i * Real.exp (-(k * D * 2)) * Real.exp (-(k * D * 2)) ^ i * (1 + ↑i)⁻¹)
Main.lean:73:60: error: unsolved goals
case e'_6
s D : ℝ
hs : |s| < 1
hD : 0 < D
F : ℕ → ℝ → ℝ := fun n k => -(s ^ (n + 1) / (↑n + 1)) * (k * Real.exp (-(2 * D * (↑n + 1) * k)))
ha : ∀ (n : ℕ), 0 < 2 * D * (↑n + 1)
hI : ∀ (n : ℕ), ∫ (k : ℝ) in Ioi 0, F n k = -(1 / (4 * D ^ 2)) * (s ^ (n + 1) / (↑n + 1) ^ 3)
hN : ∀ (n : ℕ), ∫ (k : ℝ) in Ioi 0, ‖F n k‖ = |s| ^ (n + 1) / (↑n + 1) * (1 / (2 * D * (↑n + 1)) ^ 2)
hsum : Summable fun n => ∫ (k : ℝ) in Ioi 0, ‖F n k‖
h : HasSum (fun x => ∫ (a : ℝ) in Ioi 0, F x a) (∫ (a : ℝ) in Ioi 0, ∑' (i : ℕ), F i a)
k : ℝ
hk : k ∈ Ioi 0
hk' : 0 < k
hx : |s * Real.exp (-(2 * D * k))| < 1
hl :
  HasSum (fun i => -k * ((s * Real.exp (-(2 * D * k))) ^ (i + 1) / (↑i + 1)))
    (-k * -Real.log (1 - s * Real.exp (-(2 * D * k))))
⊢ k * Real.log (1 - s * Real.exp (-(2 * D * k))) = -k * -Real.log (1 - s * Real.exp (-(2 * D * k)))
```

What went wrong. All three errors come from `convert hl using 1`. The goal and `hl` carry the additive structure on the reals in differently written forms, and `convert` left their equality as an extra first goal. The two bullets therefore met the wrong goals. `funext n` was applied to the equality of instances, which is not of the form it could unify with. `ring` then received the equality of the two series' terms as functions, which needs `funext`, the definition of `F` and the exponential identity `he`; it only normalised the right-hand side. The third goal, equality of the two sums, had no bullet and stayed unsolved.

The repair proves the equality of functions separately as `hfun`, with the same steps as before. It rewrites the goal with `hfun`, and uses `neg_mul_neg` backwards to give the sum the two minus signs it has in `hl`. `exact hl` then finishes, since it accepts the two instances as equal by definition. Replacing `field_simp <;> ring` by two lines is mere tidying.

The repair, with which the file compiles:

```diff
@@ -36,5 +36,6 @@
     simp only [F]
     rw [integral_const_mul, (exp_moment (ha n)).2]
-    field_simp <;> ring
+    field_simp
+    ring
   have hN : ∀ n, ∫ k in Ioi (0 : ℝ), ‖F n k‖ =
       |s| ^ (n + 1) / ((n : ℝ) + 1) * (1 / (2 * D * ((n : ℝ) + 1)) ^ 2) := by
@@ -53,5 +54,6 @@
     have he : |s| ^ (n + 1) / ((n : ℝ) + 1) * (1 / (2 * D * ((n : ℝ) + 1)) ^ 2) =
         1 / (4 * D ^ 2) * (|s| ^ (n + 1) / ((n : ℝ) + 1) ^ 3) := by
-      field_simp <;> ring
+      field_simp
+      ring
     rw [he]
     refine mul_le_mul_of_nonneg_left ?_ (by positivity)
@@ -70,18 +72,20 @@
         (Real.exp_le_one_iff.2 (by nlinarith [mul_pos hD hk']))) hs
     have hl := (Real.hasSum_pow_div_log_of_abs_lt_one hx).mul_left (-k)
+    have hfun : (fun n => F n k) = fun n : ℕ =>
+        -k * ((s * Real.exp (-(2 * D * k))) ^ (n + 1) / ((n : ℝ) + 1)) := by
+      funext n
+      have he : Real.exp (-(2 * D * ((n : ℝ) + 1) * k)) =
+          Real.exp (-(2 * D * k)) ^ (n + 1) := by
+        rw [← Real.exp_nat_mul]
+        congr 1
+        push_cast
+        ring
+      simp only [F]
+      rw [he, mul_pow]
+      ring
     have hF : HasSum (fun n => F n k)
         (k * Real.log (1 - s * Real.exp (-(2 * D * k)))) := by
-      convert hl using 1
-      · funext n
-        have he : Real.exp (-(2 * D * ((n : ℝ) + 1) * k)) =
-            Real.exp (-(2 * D * k)) ^ (n + 1) := by
-          rw [← Real.exp_nat_mul]
-          congr 1
-          push_cast
-          ring
-        simp only [F]
-        rw [he, mul_pow]
-        ring
-      · ring
+      rw [hfun, ← neg_mul_neg k (Real.log (1 - s * Real.exp (-(2 * D * k))))]
+      exact hl
     exact hF.tsum_eq
   rw [hE] at h
```
